# The squared components of the bond second-moment tensor sum to a weighted pair sum of squared inner products

For a finite family of real vectors `u j` in `d` dimensions with real weights `w j`, the second-moment tensor is the weighted sum of the outer products of each vector with itself. `sum_sq_bondTensor` states that the sum of its squared components equals the sum over all ordered pairs `j`, `k`, including `j = k`, of `w j * w k` times the squared inner product of `u j` and `u k`. The vectors need not be normalised and the weights may have any sign; for unit vectors the squared inner product is the squared cosine of the angle between the two bonds. The proof expands the squared components into a fourfold sum, moves the sums over `j` and `k` to the front, and then has to match, for each pair, a double sum over Cartesian indices with the squared inner product.

As first written in Lean, the proof fails:

```lean
import Mathlib

open Matrix

namespace SumSqBondTensor

noncomputable section

variable {ι : Type*} [Fintype ι] {d : ℕ}

/-- The second-moment tensor of the bond directions, the weighted sum of the outer products
of each `u j` with itself. -/
def bondTensor (w : ι → ℝ) (u : ι → Fin d → ℝ) : Matrix (Fin d) (Fin d) ℝ :=
  ∑ j, w j • vecMulVec (u j) (u j)

/-- The Cartesian components of the second-moment tensor. -/
theorem bondTensor_apply (w : ι → ℝ) (u : ι → Fin d → ℝ) (a b : Fin d) :
    bondTensor w u a b = ∑ j, w j * (u j a * u j b) := by
  simp [bondTensor, Matrix.sum_apply, vecMulVec_apply]

/-- The sum of the squared components of the second-moment tensor is the weighted pair sum
of the squared inner products of the bond directions. -/
theorem sum_sq_bondTensor (w : ι → ℝ) (u : ι → Fin d → ℝ) :
    ∑ a, ∑ b, (bondTensor w u a b) ^ 2 = ∑ j, ∑ k, w j * w k * (u j ⬝ᵥ u k) ^ 2 := by
  -- a sum over neighbours can be moved in front of the sums over Cartesian indices
  have swap : ∀ f : Fin d → Fin d → ι → ℝ,
      ∑ a, ∑ b, ∑ j, f a b j = ∑ j, ∑ a, ∑ b, f a b j := by
    intro f
    calc ∑ a, ∑ b, ∑ j, f a b j = ∑ a, ∑ j, ∑ b, f a b j :=
          Finset.sum_congr rfl fun a _ => Finset.sum_comm
      _ = ∑ j, ∑ a, ∑ b, f a b j := Finset.sum_comm
  calc ∑ a, ∑ b, (bondTensor w u a b) ^ 2
      = ∑ a, ∑ b, ∑ j, ∑ k, w j * (u j a * u j b) * (w k * (u k a * u k b)) := by
        simp only [bondTensor_apply, sq, Finset.sum_mul_sum]
    _ = ∑ j, ∑ a, ∑ b, ∑ k, w j * (u j a * u j b) * (w k * (u k a * u k b)) :=
        swap fun a b j => ∑ k, w j * (u j a * u j b) * (w k * (u k a * u k b))
    _ = ∑ j, ∑ k, ∑ a, ∑ b, w j * (u j a * u j b) * (w k * (u k a * u k b)) :=
        Finset.sum_congr rfl fun j _ =>
          swap fun a b k => w j * (u j a * u j b) * (w k * (u k a * u k b))
    _ = ∑ j, ∑ k, w j * w k * (u j ⬝ᵥ u k) ^ 2 := by
        refine Finset.sum_congr rfl fun j _ => Finset.sum_congr rfl fun k _ => ?_
        simp only [dotProduct, sq, Finset.sum_mul_sum, Finset.mul_sum]
        refine Finset.sum_congr rfl fun a _ => Finset.sum_congr rfl fun b _ => ?_
        ring

end

end SumSqBondTensor
```

Compiling this gives:

```
Main.lean:43:47: error: Type mismatch
  Finset.sum_congr rfl fun b x => ?m.601
has type
  Finset.sum ?m.598 ?m.595 = Finset.sum ?m.598 ?m.596
but is expected to have type
  ∑ b, w j * (u j a * u j b) * (w k * (u k a * u k b)) = w j * w k * ((∑ i, u j i * u k i) * (u j a * u k a))
Main.lean:42:35: warning: This simp argument is unused:
  Finset.sum_mul_sum

Hint: Omit it from the simp argument list.
  [apply] simp only [dotProduct, sq, Finset.mul_sum]

Note: This linter can be disabled with `set_option linter.unusedSimpArgs false`
```

The repair, with which the file compiles:

```diff
@@ -40,6 +40,8 @@
     _ = ∑ j, ∑ k, w j * w k * (u j ⬝ᵥ u k) ^ 2 := by
         refine Finset.sum_congr rfl fun j _ => Finset.sum_congr rfl fun k _ => ?_
-        simp only [dotProduct, sq, Finset.sum_mul_sum, Finset.mul_sum]
-        refine Finset.sum_congr rfl fun a _ => Finset.sum_congr rfl fun b _ => ?_
+        rw [sq, dotProduct, Finset.sum_mul_sum, Finset.mul_sum]
+        refine Finset.sum_congr rfl fun a _ => ?_
+        rw [Finset.mul_sum]
+        refine Finset.sum_congr rfl fun b _ => ?_
         ring
 
```

Diagnosis. The error comes in the last step, where the squared inner product should become a double sum over `a` and `b`. Once `sq` and `dotProduct` are unfolded, it is a product of two sums, which both `Finset.sum_mul_sum` and `Finset.mul_sum` can rewrite. `simp only` used `Finset.mul_sum`, which expands only the right-hand factor. The left-hand factor stayed as `∑ i, u j i * u k i` inside each term, and nothing in the simp list expands a sum standing on the left of a product with a single term. So after the first `Finset.sum_congr` the right side is a product, not a sum over `b`, and the second one does not fit. The warning that `Finset.sum_mul_sum` is unused has the same origin.

The repair fixes the order with `rw`: `Finset.sum_mul_sum` first makes the double sum, then `Finset.mul_sum` takes the weights inside the outer sum. Once `a` is fixed, a second `Finset.mul_sum` takes them inside the inner sum. Both sides are now sums over `b`, and `ring` proves the terms equal.
